# With a mean number $g_v$ of electrons in a lower level of degeneracy $g_v$ and an upper level of degeneracy $g_c$, the chemical potential starts from midgap with slope $\tfrac12k_B\ln(g_v/g_c)$

Two levels of non-interacting electrons, separated by a gap, hold on average just enough electrons to fill the lower one, and the chemical potential at temperature $T$ is defined only implicitly, as the value at which the Fermi-Dirac occupations add up to that number. A statement about its low-temperature limit must therefore say what $\mu(T)$ is. Here it is any function that solves the number equation at every $T>0$, with no continuity or smoothness assumed. The main theorem also shows that there is exactly one solution at each such $T$.

## A closed form and a bound at every positive temperature

Let the levels have energies $e_v$ and $e_c$ and degeneracies $g_v, g_c>0$, with spin included in the degeneracies. Temperature is measured in energy units, so $k_B=1$. The number equation is

$$g_v f(e_v)+g_c f(e_c)=g_v,\qquad f(e)=\frac{1}{1+e^{(e-\mu)/T}} .$$

Write $m=(e_v+e_c)/2$ for midgap, $a=e^{-(e_c-e_v)/(2T)}$ for the Boltzmann factor of half the gap, and $\kappa=(g_v-g_c)/(2\sqrt{g_vg_c})$. For every $T>0$ the only root is

$$\mu=m+T\left[\tfrac12\ln\frac{g_v}{g_c}+\operatorname{arsinh}(\kappa a)\right],$$

and it satisfies

$$\left|\frac{\mu-m}{T}-\tfrac12\ln\frac{g_v}{g_c}\right|\le|\kappa|\,a .$$

If $e_v<e_c$, the right-hand side vanishes exponentially fast as $T\downarrow0$, so $(\mu(T)-m)/T\to\tfrac12\ln(g_v/g_c)$.

## Fermi-level searches in a gapped spectrum

An electronic-structure calculation with Fermi-Dirac smearing and a fixed number of electrons solves a number equation of this kind when it updates the occupations. For two fixed, non-interacting levels, the closed form gives a reference value for that root search, and midgap plus the linear term gives a starting guess at low temperature.

The comparison needs some care when $T$ is small. Near the root, the electron count changes with $\mu$ at a rate of about $2\sqrt{g_vg_c}\,a/T$, which is exponentially small. A search that stops when the count is within $\delta$ of its target can therefore miss $\mu$ by roughly $\delta T/(2\sqrt{g_vg_c}\,a)$, as long as this is small compared with $T$. At lower temperatures, a large part of the gap may pass the stopping criterion. This estimate is a first-order expansion with no theorem behind it in the code below.

## From the number equation to a hyperbolic sine

Put $x=e^{(\mu-m)/T}$. Since $e_v=m-(e_c-e_v)/2$ and $e_c=m+(e_c-e_v)/2$,

$$e^{(e_v-\mu)/T}=\frac ax,\qquad e^{(e_c-\mu)/T}=\frac1{ax},$$

and the occupations become

$$f(e_v)=\frac{x}{x+a},\qquad f(e_c)=\frac{ax}{1+ax}.$$

Moving the lower level's contribution to the right turns the number equation into a balance between electrons above and holes below:

$$\frac{g_c\,ax}{1+ax}=g_v\left(1-\frac{x}{x+a}\right)=\frac{g_v\,a}{x+a}.$$

Dividing by $a>0$ and clearing the positive denominators gives $g_cx(x+a)=g_v(1+ax)$, that is,

$$g_cx^2-(g_v-g_c)\,a\,x-g_v=0 .$$

Now divide by $2x\sqrt{g_vg_c}$:

$$\frac12\left(x\sqrt{\frac{g_c}{g_v}}-\frac1x\sqrt{\frac{g_v}{g_c}}\right)=\kappa a .$$

With $w=(\mu-m)/T-\tfrac12\ln(g_v/g_c)$ we have $e^w=x\sqrt{g_c/g_v}$, so the left-hand side is $\sinh w$. Every step is reversible, and $\sinh$ is a bijection of the real line. Hence $w=\operatorname{arsinh}(\kappa a)$, which is the closed form and gives existence and uniqueness together. The bound follows from $|w|\le|\sinh w|=|\kappa|a$.

The number of electrons in the upper level is $n_c=g_c\,ax/(1+ax)$. As $T\downarrow0$ with a positive gap, $a\to0$ and $x\to\sqrt{g_v/g_c}$, so

$$n_c\,e^{(e_c-e_v)/(2T)}=\frac{g_c\,x}{1+ax}\to\sqrt{g_vg_c}.$$

With the mean number of electrons fixed, the excitation is thus activated with half the gap. A system that exchanges heat but no particles with its surroundings, with integer degeneracies and exactly $g_v$ non-interacting electrons, behaves differently as $T\downarrow0$: there $n_c\approx g_vg_c\,e^{-(e_c-e_v)/T}$, with the full gap in the exponent. The half-gap law describes such a system only when it is large enough to hold many excitations, $\sqrt{g_vg_c}\,a\gg1$.

When $g_v\ne g_c$, the limit $\sqrt{g_vg_c}$ found above goes wrong if $\mu$ is replaced by its zero-temperature limit $m$. The difference $\mu-m$ does vanish, but the occupations contain it divided by $T$. Setting $\mu=m$ means $x=1$, which puts about $g_ca$ electrons in the upper level and leaves about $g_va$ holes in the lower one. Unless $g_v=g_c$, these numbers disagree at leading order and the electron count is violated.

## The two-level model in Lean

```lean
import Mathlib

open Filter Topology

namespace TwoLevelChemicalPotential

noncomputable section

/-- Fermi-Dirac occupation of a level of energy `e` at chemical potential `μ` and
temperature `T ≠ 0`, in units with Boltzmann constant one. -/
def fermi (e μ T : ℝ) : ℝ := 1 / (1 + Real.exp ((e - μ) / T))

/-- Mean number of electrons in two levels `ev`, `ec` with degeneracies `gv`, `gc`,
at temperature `T ≠ 0`. -/
def electronCount (gv gc ev ec μ T : ℝ) : ℝ :=
  gv * fermi ev μ T + gc * fermi ec μ T

/-- The Boltzmann factor of half the gap, at temperature `T ≠ 0`. -/
def halfGapFactor (ev ec T : ℝ) : ℝ := Real.exp (-(ec - ev) / (2 * T))

/-- The closed form of the chemical potential: midgap, plus a term linear in `T`, plus a
correction governed by the half-gap Boltzmann factor. Domain: `gv, gc > 0` and `T ≠ 0`. -/
def chemicalPotential (gv gc ev ec T : ℝ) : ℝ :=
  (ev + ec) / 2 + T * (1 / 2 * Real.log (gv / gc) +
    Real.arsinh ((gv - gc) / (2 * √(gv * gc)) * halfGapFactor ev ec T))

variable {gv gc ev ec μ T : ℝ}

/-- For `T > 0`, both occupations are rational functions of the half-gap Boltzmann factor
and of the exponential of the chemical potential measured from midgap in units of `T`. -/
theorem occupations (hT : 0 < T) :
    fermi ev μ T = Real.exp ((μ - (ev + ec) / 2) / T) /
      (Real.exp ((μ - (ev + ec) / 2) / T) + halfGapFactor ev ec T) ∧
    fermi ec μ T = halfGapFactor ev ec T * Real.exp ((μ - (ev + ec) / 2) / T) /
      (1 + halfGapFactor ev ec T * Real.exp ((μ - (ev + ec) / 2) / T)) := by
  have h1 : Real.exp ((ev - μ) / T) =
      halfGapFactor ev ec T / Real.exp ((μ - (ev + ec) / 2) / T) := by
    rw [halfGapFactor, ← Real.exp_sub]
    congr 1
    field_simp
    ring
  have h2 : Real.exp ((ec - μ) / T) =
      (halfGapFactor ev ec T * Real.exp ((μ - (ev + ec) / 2) / T))⁻¹ := by
    rw [halfGapFactor, ← Real.exp_add, ← Real.exp_neg]
    congr 1
    field_simp
    ring
  have alg1 : ∀ a x : ℝ, 0 < a → 0 < x → 1 / (1 + a / x) = x / (x + a) := by
    intro a x ha hx
    field_simp
  have alg2 : ∀ y : ℝ, 0 < y → 1 / (1 + y⁻¹) = y / (1 + y) := by
    intro y hy
    rw [div_eq_div_iff (by positivity) (by positivity)]
    linear_combination (-1 : ℝ) * (mul_inv_cancel₀ hy.ne')
  have ha : 0 < halfGapFactor ev ec T := Real.exp_pos _
  constructor
  · rw [fermi, h1, alg1 _ _ ha (Real.exp_pos _)]
  · rw [fermi, h2, alg2 _ (mul_pos ha (Real.exp_pos _))]

/-- For `T > 0`, having `gv` electrons is a quadratic equation for the exponential of the
chemical potential measured from midgap in units of `T`. -/
theorem count_iff_quadratic (hT : 0 < T) :
    electronCount gv gc ev ec μ T = gv ↔
      gc * Real.exp ((μ - (ev + ec) / 2) / T) ^ 2
        - (gv - gc) * halfGapFactor ev ec T * Real.exp ((μ - (ev + ec) / 2) / T)
        - gv = 0 := by
  have alg : ∀ a x : ℝ, 0 < a → 0 < x →
      gv * (x / (x + a)) + gc * (a * x / (1 + a * x)) - gv =
        a / ((x + a) * (1 + a * x)) * (gc * x ^ 2 - (gv - gc) * a * x - gv) := by
    intro a x ha hx
    have h1 : x + a ≠ 0 := by positivity
    have h2 : 1 + a * x ≠ 0 := by positivity
    field_simp
    ring
  have ha : 0 < halfGapFactor ev ec T := Real.exp_pos _
  have hx := Real.exp_pos ((μ - (ev + ec) / 2) / T)
  refine sub_eq_zero.symm.trans ?_
  rw [electronCount, (occupations (ev := ev) (ec := ec) hT).1,
    (occupations (ev := ev) (ec := ec) hT).2, alg _ _ ha hx, mul_eq_zero,
    or_iff_right (by positivity)]

/-- For positive degeneracies, the exponential of half the logarithm of their ratio is the
ratio of their square roots. -/
theorem exp_half_log (hv : 0 < gv) (hc : 0 < gc) :
    Real.exp (1 / 2 * Real.log (gv / gc)) = √gv / √gc := by
  have h : 1 / 2 * Real.log (gv / gc) = Real.log (√gv / √gc) := by
    rw [Real.log_div hv.ne' hc.ne', Real.log_div (by positivity) (by positivity),
      Real.log_sqrt hv.le, Real.log_sqrt hc.le]
    ring
  rw [h, Real.exp_log (by positivity)]

/-- For positive degeneracies and `T > 0`, the number equation fixes the hyperbolic sine of
the deviation of `(μ - midgap) / T` from `(1/2) ln (gv / gc)`. -/
theorem count_iff_sinh (hv : 0 < gv) (hc : 0 < gc) (hT : 0 < T) :
    electronCount gv gc ev ec μ T = gv ↔
      Real.sinh ((μ - (ev + ec) / 2) / T - 1 / 2 * Real.log (gv / gc)) =
        (gv - gc) / (2 * √(gv * gc)) * halfGapFactor ev ec T := by
  rw [count_iff_quadratic hT]
  refine Iff.trans ?_ sub_eq_zero
  rw [Real.sinh_eq, Real.exp_neg, Real.exp_sub, exp_half_log hv hc, Real.sqrt_mul hv.le]
  -- the difference of the two sides is a positive multiple of the quadratic
  have alg : ∀ r s a x : ℝ, 0 < r → 0 < s → 0 < x →
      (x / (r / s) - (x / (r / s))⁻¹) / 2 - (r ^ 2 - s ^ 2) / (2 * (r * s)) * a =
        1 / (2 * r * s * x) * (s ^ 2 * x ^ 2 - (r ^ 2 - s ^ 2) * a * x - r ^ 2) := by
    intro r s a x hr hs hx
    field_simp
    ring
  have hx := Real.exp_pos ((μ - (ev + ec) / 2) / T)
  have key := alg (√gv) (√gc) (halfGapFactor ev ec T) _
    (Real.sqrt_pos.2 hv) (Real.sqrt_pos.2 hc) hx
  rw [Real.sq_sqrt hv.le, Real.sq_sqrt hc.le] at key
  rw [key, mul_eq_zero, or_iff_right (by positivity)]

/-- For positive degeneracies and `T > 0`, the two levels hold `gv` electrons exactly when
`μ` equals the closed form `chemicalPotential`. -/
theorem count_iff_eq_chemicalPotential (hv : 0 < gv) (hc : 0 < gc) (hT : 0 < T) :
    electronCount gv gc ev ec μ T = gv ↔ μ = chemicalPotential gv gc ev ec T := by
  rw [count_iff_sinh hv hc hT]
  constructor
  · intro h
    have h2 : T * ((μ - (ev + ec) / 2) / T) = μ - (ev + ec) / 2 := by field_simp
    rw [chemicalPotential, ← h, Real.arsinh_sinh, add_sub_cancel, h2]
    ring
  · intro h
    rw [h, chemicalPotential, add_sub_cancel_left, mul_div_cancel_left₀ _ hT.ne',
      add_sub_cancel_left, Real.sinh_arsinh]

/-- For positive degeneracies and `T > 0`, a solution of the number equation has `(μ - midgap) / T`
differing from `(1/2) ln (gv / gc)` by at most `|(gv - gc) / (2 √(gv gc))|` times the half-gap
Boltzmann factor. -/
theorem deviation_le (hv : 0 < gv) (hc : 0 < gc) (hT : 0 < T)
    (h : electronCount gv gc ev ec μ T = gv) :
    |(μ - (ev + ec) / 2) / T - 1 / 2 * Real.log (gv / gc)| ≤
      |(gv - gc) / (2 * √(gv * gc))| * halfGapFactor ev ec T := by
  have ha : 0 < halfGapFactor ev ec T := Real.exp_pos _
  rw [← abs_of_pos ha, ← abs_mul, ← (count_iff_sinh hv hc hT).1 h,
    Real.abs_sinh]
  exact Real.self_le_sinh_iff.2 (abs_nonneg _)

/-- For a positive gap, the half-gap Boltzmann factor vanishes as `T` decreases to zero. -/
theorem halfGapFactor_tendsto (hgap : ev < ec) :
    Tendsto (halfGapFactor ev ec) (𝓝[>] 0) (𝓝 0) := by
  have h : Tendsto (fun T : ℝ => (ec - ev) / 2 * T⁻¹) (𝓝[>] 0) atTop :=
    Tendsto.const_mul_atTop (by linarith) tendsto_inv_nhdsGT_zero
  refine (Real.tendsto_exp_neg_atTop_nhds_zero.comp h).congr fun T => ?_
  simp only [Function.comp_apply, halfGapFactor]
  congr 1
  rw [div_eq_mul_inv (-(ec - ev)), mul_inv]
  ring

/-- Two levels `ev < ec` with positive degeneracies hold `gv` electrons. At each `T > 0` the
number equation has a unique root, and `(μ(T) - midgap) / T` tends to `(1/2) ln (gv / gc)`
as `T` decreases to zero. -/
theorem chemicalPotential_slope (hv : 0 < gv) (hc : 0 < gc) (hgap : ev < ec) :
    (∀ T : ℝ, 0 < T → ∃! μ : ℝ, electronCount gv gc ev ec μ T = gv) ∧
    ∀ μ : ℝ → ℝ, (∀ T, 0 < T → electronCount gv gc ev ec (μ T) T = gv) →
      Tendsto (fun T => (μ T - (ev + ec) / 2) / T) (𝓝[>] 0)
        (𝓝 (1 / 2 * Real.log (gv / gc))) := by
  constructor
  · intro T hT
    exact ⟨chemicalPotential gv gc ev ec T,
      (count_iff_eq_chemicalPotential hv hc hT).2 rfl,
      fun _ h => (count_iff_eq_chemicalPotential hv hc hT).1 h⟩
  · intro μ hμ
    -- squeeze the deviation below a constant times the vanishing Boltzmann factor
    have hb := (halfGapFactor_tendsto hgap).const_mul |(gv - gc) / (2 * √(gv * gc))|
    rw [mul_zero] at hb
    rw [tendsto_iff_norm_sub_tendsto_zero]
    refine squeeze_zero' (Eventually.of_forall fun _ => norm_nonneg _) ?_ hb
    filter_upwards [self_mem_nhdsWithin] with T hT
    rw [Real.norm_eq_abs]
    exact deviation_le hv hc hT (hμ T hT)

/-- Let `ev < ec` with positive degeneracies, and let `μ T` solve the number equation for `gv`
electrons at every `T > 0`. Then the number of electrons in the upper level times
`exp ((ec - ev) / (2 T))` tends to `√(gv gc)` as `T` decreases to zero. -/
theorem excited_electrons_tendsto (hv : 0 < gv) (hc : 0 < gc) (hgap : ev < ec)
    (μ : ℝ → ℝ) (hμ : ∀ T, 0 < T → electronCount gv gc ev ec (μ T) T = gv) :
    Tendsto (fun T => gc * fermi ec (μ T) T * Real.exp ((ec - ev) / (2 * T)))
      (𝓝[>] 0) (𝓝 √(gv * gc)) := by
  have hx := (Real.continuous_exp.tendsto _).comp
    ((chemicalPotential_slope hv hc hgap).2 μ hμ)
  have hlim := (hx.div (((halfGapFactor_tendsto hgap).mul hx).const_add 1)
    (by simp)).const_mul gc
  have hval : gc * (√gv / √gc) = √(gv * gc) := by
    have hs := Real.mul_self_sqrt hc.le
    rw [Real.sqrt_mul hv.le, ← mul_div_assoc, div_eq_iff (Real.sqrt_pos.2 hc).ne']
    linear_combination -√gv * hs
  rw [zero_mul, add_zero, div_one, exp_half_log hv hc, hval] at hlim
  refine hlim.congr' ?_
  filter_upwards [self_mem_nhdsWithin] with T hT
  have ha : 0 < halfGapFactor ev ec T := Real.exp_pos _
  -- the activation exponential cancels the Boltzmann factor in the occupation
  have hinv : halfGapFactor ev ec T * Real.exp ((ec - ev) / (2 * T)) = 1 := by
    rw [halfGapFactor, ← Real.exp_add, neg_div, neg_add_cancel, Real.exp_zero]
  rw [(occupations (ev := ev) (ec := ec) hT).2]
  simp only [Pi.div_apply, Function.comp_apply]
  linear_combination (-gc * Real.exp ((μ T - (ev + ec) / 2) / T) /
    (1 + halfGapFactor ev ec T * Real.exp ((μ T - (ev + ec) / 2) / T))) * hinv

end

end TwoLevelChemicalPotential
```

```lean
#print axioms TwoLevelChemicalPotential.chemicalPotential_slope
#print axioms TwoLevelChemicalPotential.excited_electrons_tendsto
```

```
'TwoLevelChemicalPotential.chemicalPotential_slope' depends on axioms: [propext, Classical.choice, Quot.sound]
'TwoLevelChemicalPotential.excited_electrons_tendsto' depends on axioms: [propext, Classical.choice, Quot.sound]
```

## Two factorisations and a squeeze

`occupations` rewrites both Fermi functions in terms of $a$ and $x$. In `count_iff_quadratic`, the local identity `alg` shows that the electron count minus $g_v$ equals the quadratic times $a/((x+a)(1+ax))$. This factor is positive, so `mul_eq_zero` and `or_iff_right` leave only the quadratic.

`count_iff_sinh` repeats the pattern. With $r=\sqrt{g_v}$ and $s=\sqrt{g_c}$, the difference between the two sides of the $\sinh$ equation is the quadratic times $1/(2rsx)$. The lemma `exp_half_log` supplies $e^{\frac12\ln(g_v/g_c)}=r/s$.

`count_iff_eq_chemicalPotential` inverts the hyperbolic sine, using `Real.arsinh_sinh` in one direction and `Real.sinh_arsinh` in the other. `deviation_le` is the inequality $|w|\le|\sinh w|$, and `halfGapFactor_tendsto` shows that $a\to0$ for a positive gap. In `chemicalPotential_slope`, the equivalence with the closed form gives the unique root, and `squeeze_zero'` traps the deviation between zero and $|\kappa|a$. Finally, `excited_electrons_tendsto` passes the slope limit through the continuous exponential to get the limit of $x$, and cancels $a$ against the activation exponential.

## Any solution of the number equation, for two fixed levels

The Lean variables `ev`, `ec`, `gv` and `gc` are $e_v$, $e_c$, $g_v$ and $g_c$. The function `fermi` is the occupation $f$, `electronCount` is the left-hand side of the number equation, `halfGapFactor` is $a$, and `chemicalPotential` is the closed form.

The main theorem, `chemicalPotential_slope`, assumes positive degeneracies and `ev < ec`. Its first part, written with `∃!`, says that the number equation has exactly one root at each positive temperature. Its second part takes an arbitrary function `μ : ℝ → ℝ` that solves the equation for all `T > 0` and gives the limit of $(\mu(T)-m)/T$. The filter `𝓝[>] 0` means that $T$ approaches zero through positive values, so the values of `μ` at other temperatures play no role. `excited_electrons_tendsto` states the half-gap activation law under the same conditions.

The degeneracies are positive real numbers, so non-integer weights are allowed. The target count `gv` is a mean number, also where a docstring says that the levels hold `gv` electrons. It expresses the physical condition that the electrons exactly fill the lower level at zero temperature; other fillings need a different equation.

The gap condition is needed only for the limits: the closed form and the bound hold for any real `ev` and `ec`. The limit does not extend to $e_v=e_c$, because there $(\mu-m)/T$ equals $\ln(g_v/g_c)$ at every temperature, which differs from the stated value when $g_v\ne g_c$.

The step left to the user is the replacement of a self-consistent spectrum by two fixed levels. In an SCF calculation the eigenvalues depend on the occupations and hence on $T$. That dependence is outside the theorems. The theorems concern real numbers, so they say nothing about rounding or about whether a particular root search converges.
